# Two-band curvature density from an unnormalised field d, and its change under rescaling

The Berry curvature of a two-band Hamiltonian H(k) = d(k)·σ, with σ the three Pauli matrices, can be expressed through the unit vector n = d/|d| or directly through d. Here the density, which is the curvature up to a constant factor, is defined through d:

d · (∂₁d × ∂₂d) / |d|³

With this choice, its agreement with n · (∂₁n × ∂₂n) is a theorem. So is its invariance when d is multiplied by a positive function f, and both are proved here with the product rule. Had n been used in the definition, the invariance would be immediate, because d and f d have the same direction.

The results hold at any point where d is nonzero and where d, and f if there is one, have both partial derivatives. For non-interacting two-band models they say that the density is determined by how the direction of d, which fixes the eigenstates, varies with k. Rescaling the gap 2|d| by a positive factor f(k) at fixed direction leaves the density unchanged. A parameter that changes the direction as well as the gap, such as a mass, can still change the density.

## The density as a function of d

The parameters x and y are the two components of k, not positions, and ∂₁ and ∂₂ are the partial derivatives with respect to x and y. A field is a function `ℝ → ℝ → Fin 3 → ℝ`, which takes x and y and returns three real components. The symbols `⬝ᵥ` and `⨯₃` are the scalar and the cross product.

```lean
import Mathlib

open Matrix

namespace TwoBandCurvature

noncomputable section

/-- Both partial derivatives of a function of two real parameters exist at `(x, y)`. -/
def HasPartials {E : Type*} [NormedAddCommGroup E] [NormedSpace ℝ E]
    (g : ℝ → ℝ → E) (x y : ℝ) : Prop :=
  DifferentiableAt ℝ (fun s => g s y) x ∧ DifferentiableAt ℝ (fun t => g x t) y
```

`HasPartials g x y` says that g, restricted to either coordinate line through (x, y), is differentiable at that point. This is weaker than differentiability as a function of two variables.

```lean
/-- The Euclidean length of a vector in three dimensions. -/
def len (v : Fin 3 → ℝ) : ℝ := √(v ⬝ᵥ v)
```

The Euclidean length gets its own definition because Mathlib's norm on `Fin 3 → ℝ` is the largest absolute value of a component.

```lean
/-- The direction `n = d / |d|` of a vector field, meant for points where `d` is nonzero. -/
def unitField (d : ℝ → ℝ → Fin 3 → ℝ) : ℝ → ℝ → Fin 3 → ℝ :=
  fun x y => (len (d x y))⁻¹ • d x y

/-- The triple product `d · (∂₁d × ∂₂d)` of a vector field and its two partial derivatives. -/
def tripleDensity (d : ℝ → ℝ → Fin 3 → ℝ) (x y : ℝ) : ℝ :=
  d x y ⬝ᵥ (deriv (fun s => d s y) x ⨯₃ deriv (fun t => d x t) y)

/-- The curvature density `d · (∂₁d × ∂₂d) / |d|³`, meant for points where `d` is nonzero. -/
def curvature (d : ℝ → ℝ → Fin 3 → ℝ) (x y : ℝ) : ℝ :=
  tripleDensity d x y / len (d x y) ^ 3
```

`unitField d` is n, `tripleDensity d` is the numerator, and `curvature d` is the density. The textbook Berry curvature of one band is `curvature` times +1/2 or −1/2, depending on the band and on the sign convention. That identification is the step from these definitions to a real two-band system, and it is taken from physics: no Hamiltonian or eigenstate appears in the code. Lean gives 1/0 and a missing derivative the value 0, and the hypotheses below keep such values out of the results.

## d ≠ 0: the two bands do not touch

The energies of d·σ are +|d| and −|d|, so d ≠ 0 at a point means that the gap is open there. The condition is imposed only at the point considered.

By hand, it is used to differentiate 1/|d|. Along a coordinate line, d·d is a sum of three squares of differentiable functions, hence differentiable. It is positive where d ≠ 0, so its square root is differentiable and nonzero, and the inverse is differentiable too:

∂ᵢ(1/|d|) = −(d · ∂ᵢd) / |d|³

Without the condition, the bands touch at the point, d has no direction there, and the density reads 0/0.

The first two lemmas say that |v|² = v·v and that a nonzero vector has positive length. The third is |c v| = |c||v|, which follows from (c v)·(c v) = c² (v·v) and is used later for the sign of f.

```lean
/-- The squared length of a vector is its scalar product with itself. -/
theorem len_sq (v : Fin 3 → ℝ) : len v ^ 2 = v ⬝ᵥ v := by
  have h : 0 ≤ v ⬝ᵥ v := Finset.sum_nonneg fun i _ => mul_self_nonneg (v i)
  exact Real.sq_sqrt h

/-- A nonzero vector has positive length. -/
theorem len_pos {v : Fin 3 → ℝ} (hv : v ≠ 0) : 0 < len v := by
  refine lt_of_le_of_ne (Real.sqrt_nonneg _) fun h => hv (dotProduct_self_eq_zero.1 ?_)
  have h2 : len v = 0 := h.symm
  have h3 := len_sq v
  rw [h2] at h3
  linarith

/-- Multiplying a vector by a real number multiplies its length by the absolute value. -/
theorem len_smul (c : ℝ) (v : Fin 3 → ℝ) : len (c • v) = |c| * len v := by
  have h : (c • v) ⬝ᵥ (c • v) = c ^ 2 * (v ⬝ᵥ v) := by
    simp only [smul_dotProduct, dotProduct_smul, smul_eq_mul]
    ring
  rw [len, h, Real.sqrt_mul (sq_nonneg c), Real.sqrt_sq_eq_abs, len]
```

The next lemma is the argument about 1/|d|. Here `hq` is the differentiability of the sum of squares, `hne` says that this sum is nonzero, and the last line applies the square root and the inverse.

```lean
/-- Along a differentiable curve of vectors, the inverse length is differentiable wherever
the vector is nonzero. -/
theorem differentiableAt_inv_len {g : ℝ → Fin 3 → ℝ} {t : ℝ}
    (hg : DifferentiableAt ℝ g t) (h0 : g t ≠ 0) :
    DifferentiableAt ℝ (fun s => (len (g s))⁻¹) t := by
  have hc : ∀ i, DifferentiableAt ℝ (fun s => g s i) t := differentiableAt_pi.1 hg
  have hq : DifferentiableAt ℝ (fun s => g s ⬝ᵥ g s) t := by
    simp only [dotProduct, Fin.sum_univ_three]
    exact (((hc 0).mul (hc 0)).add ((hc 1).mul (hc 1))).add ((hc 2).mul (hc 2))
  have hne : g t ⬝ᵥ g t ≠ 0 := fun h => h0 (dotProduct_self_eq_zero.1 h)
  exact (hq.sqrt hne).inv (len_pos h0).ne'
```

## Partial derivatives of d and f: a smooth dependence on k

Physically, this hypothesis says that the Hamiltonian and the rescaling factor vary smoothly enough with k to have a slope in each of the two directions. By hand, it gives the product rule

∂₁(f d) = f ∂₁d + (∂₁f) d
∂₂(f d) = f ∂₂d + (∂₂f) d

The extra terms are parallel to d, and the triple product removes them. For vectors v, a, b and numbers c, α, β,

(c a + α v) × (c b + β v) = c² a × b + cβ a × v + αc v × b + αβ v × v

The last term is zero, and the two middle terms are perpendicular to v. The scalar product with c v therefore leaves

(c v) · ((c a + α v) × (c b + β v)) = c³ v · (a × b)

With v = d, a = ∂₁d, b = ∂₂d, c = f, α = ∂₁f and β = ∂₂f, this becomes

(f d) · (∂₁(f d) × ∂₂(f d)) = f³ d · (∂₁d × ∂₂d)

A positive and continuous f is not enough. Take f = 1 + |x| and a field d that is nonzero and has partial derivatives at a point with x = 0. The product f d has a kink in the x direction there, so its density, written through f d, has no meaning, although its direction n is as smooth as before. The same example shows why d itself needs partial derivatives: those of n do not guarantee them.

In Lean, the vector identity is checked in components: `simp` writes out the products and `ring` compares the polynomials.

```lean
/-- Components of the other two vectors along `v` drop out of the triple product with `v`, and a
common factor `c` comes out as its cube. -/
theorem triple_product_rescale (v a b : Fin 3 → ℝ) (c α β : ℝ) :
    (c • v) ⬝ᵥ ((c • a + α • v) ⨯₃ (c • b + β • v)) = c ^ 3 * (v ⬝ᵥ (a ⨯₃ b)) := by
  simp [cross_apply, dotProduct, Fin.sum_univ_three]
  ring
```

In the next theorem, `h1` and `h2` are the two product rules, and the vector identity finishes the proof. Neither d ≠ 0 nor a sign of f is needed, because nothing has been divided yet.

```lean
/-- If `f` and `d` have partial derivatives at a point, the triple product of the field `f d`
there is `f³` times that of `d`: the derivatives of `f` do not contribute. -/
theorem tripleDensity_rescale {f : ℝ → ℝ → ℝ} {d : ℝ → ℝ → Fin 3 → ℝ} {x y : ℝ}
    (hf : HasPartials f x y) (hd : HasPartials d x y) :
    tripleDensity (fun s t => f s t • d s t) x y = f x y ^ 3 * tripleDensity d x y := by
  -- the product rule in each of the two directions
  have h1 : deriv (fun s => f s y • d s y) x =
      f x y • deriv (fun s => d s y) x + deriv (fun s => f s y) x • d x y :=
    (hf.1.hasDerivAt.smul hd.1.hasDerivAt).deriv
  have h2 : deriv (fun t => f x t • d x t) y =
      f x y • deriv (fun t => d x t) y + deriv (fun t => f x t) y • d x y :=
    (hf.2.hasDerivAt.smul hd.2.hasDerivAt).deriv
  simp only [tripleDensity]
  rw [h1, h2]
  exact triple_product_rescale _ _ _ _ _ _
```

## Normalisation as a rescaling by 1/|d|

The two hypotheses on d now combine. Since d ≠ 0 and d has partial derivatives, f = 1/|d| has partial derivatives, and n = f d has them by the product rule. Its length is fixed by

n · n = (d · d) / |d|² = 1

and the f³ rule gives

n · (∂₁n × ∂₂n) = (1/|d|)³ d · (∂₁d × ∂₂d) = d · (∂₁d × ∂₂d) / |d|³

The theorem states three things at the point (x, y): n is a unit vector, n has both partial derivatives, and its triple product equals the density of d. If d is nonzero and has partial derivatives everywhere, the statement applies at every point.

```lean
/-- Where `d` is nonzero and has partial derivatives, `n = d / |d|` is a unit vector with
partial derivatives, and `n · (∂₁n × ∂₂n) = d · (∂₁d × ∂₂d) / |d|³`. -/
theorem unitField_curvature {d : ℝ → ℝ → Fin 3 → ℝ} {x y : ℝ}
    (hd : HasPartials d x y) (h0 : d x y ≠ 0) :
    unitField d x y ⬝ᵥ unitField d x y = 1 ∧ HasPartials (unitField d) x y ∧
      tripleDensity (unitField d) x y = curvature d x y := by
  have hne : len (d x y) ≠ 0 := (len_pos h0).ne'
  have hf : HasPartials (fun s t => (len (d s t))⁻¹) x y :=
    ⟨differentiableAt_inv_len hd.1 h0, differentiableAt_inv_len hd.2 h0⟩
  refine ⟨?_, ⟨hf.1.smul hd.1, hf.2.smul hd.2⟩, ?_⟩
  · simp only [unitField, smul_dotProduct, dotProduct_smul, smul_eq_mul]
    rw [← len_sq]
    field_simp
  · -- normalisation is a rescaling by the inverse length
    have h := tripleDensity_rescale hf hd
    exact h.trans (by simp only [curvature, inv_pow, div_eq_inv_mul])
```

In the proof, `hf` is the existence of the partial derivatives of 1/|d|, obtained from the lemma on the inverse length once for each direction. The unit length follows from `len_sq`, and the last part is `tripleDensity_rescale` with f = 1/|d|.

## The sign of f: which band is the lower one

Replacing d by f d multiplies the Hamiltonian at each k by the number f(k). For f > 0 the eigenstates keep their order in energy and only the gap changes. For f < 0 the lower and upper eigenstates trade places. By hand, the sign enters when the f³ rule is divided by the cube of |f d| = |f||d|:

f³ d · (∂₁d × ∂₂d) / (|f|³ |d|³) = (f³/|f|³) · d · (∂₁d × ∂₂d) / |d|³

The factor f³/|f|³ is +1 for f > 0 and −1 for f < 0. At f = 0 the field f d vanishes and the gap closes, so neither theorem admits that value. The sign is required only at the point considered.

Each theorem also states that f d is nonzero, so the density of the new field is again a quotient with a nonzero denominator. This part uses d ≠ 0 together with f ≠ 0.

```lean
/-- Let `f` and `d` have partial derivatives at a point where `d` is nonzero and `f` is
positive. Then `f d` is nonzero there and has the same curvature density as `d`. -/
theorem curvature_rescale_pos {f : ℝ → ℝ → ℝ} {d : ℝ → ℝ → Fin 3 → ℝ} {x y : ℝ}
    (hf : HasPartials f x y) (hd : HasPartials d x y) (h0 : d x y ≠ 0) (h : 0 < f x y) :
    f x y • d x y ≠ 0 ∧ curvature (fun s t => f s t • d s t) x y = curvature d x y := by
  refine ⟨smul_ne_zero h.ne' h0, ?_⟩
  simp only [curvature]
  rw [tripleDensity_rescale hf hd, len_smul, abs_of_pos h, mul_pow,
    mul_div_mul_left _ _ (pow_ne_zero 3 h.ne')]
```

The proof rewrites the numerator with `tripleDensity_rescale` and the length with `len_smul`. The hypothesis f > 0 enters through `abs_of_pos`, which replaces |f| by f, and the common factor f³ then cancels.

```lean
/-- Let `f` and `d` have partial derivatives at a point where `d` is nonzero and `f` is
negative. Then `f d` is nonzero there and has the opposite curvature density to `d`. -/
theorem curvature_rescale_neg {f : ℝ → ℝ → ℝ} {d : ℝ → ℝ → Fin 3 → ℝ} {x y : ℝ}
    (hf : HasPartials f x y) (hd : HasPartials d x y) (h0 : d x y ≠ 0) (h : f x y < 0) :
    f x y • d x y ≠ 0 ∧ curvature (fun s t => f s t • d s t) x y = -curvature d x y := by
  refine ⟨smul_ne_zero h.ne h0, ?_⟩
  have hs : f x y ^ 3 * tripleDensity d x y = (-f x y) ^ 3 * (-tripleDensity d x y) := by
    ring
  simp only [curvature]
  rw [tripleDensity_rescale hf hd, len_smul, abs_of_neg h, mul_pow, hs,
    mul_div_mul_left _ _ (pow_ne_zero 3 (neg_ne_zero.2 h.ne)), neg_div]
```

For negative f, |f| is −f. The line `hs` writes f³ T as (−f)³ (−T), where T is the triple product of d. Cancelling (−f)³ leaves the minus sign of the result.

## A square-lattice field for every mass

The field below belongs to a non-interacting two-band model on a square lattice, with a real mass parameter m:

d = (sin x, sin y, m + cos x + cos y)

```lean
/-- The square-lattice field `d = (sin x, sin y, m + cos x + cos y)` with mass `m`. -/
def latticeField (m : ℝ) : ℝ → ℝ → Fin 3 → ℝ :=
  fun x y => ![Real.sin x, Real.sin y, m + Real.cos x + Real.cos y]
```

Its partial derivatives and their cross product are

∂₁d = (cos x, 0, −sin x)
∂₂d = (0, cos y, −sin y)
∂₁d × ∂₂d = (sin x cos y, cos x sin y, cos x cos y)

The scalar product with d is

sin²x cos y + sin²y cos x + (m + cos x + cos y) cos x cos y

The terms with a factor cos y (sin²x + cos²x) and those with a factor cos x (sin²y + cos²y) combine to give

d · (∂₁d × ∂₂d) = cos x + cos y + m cos x cos y

This theorem has no hypotheses. The partial derivatives are computed in the proof, and the triple product makes sense even where d = 0, for example at x = y = 0 with m = −2. The condition d ≠ 0 returns when the result is divided by |d|³ to obtain the density. The density is not integrated over the Brillouin zone here, so no Chern number is computed.

```lean
/-- For the square-lattice field with mass `m`, the triple product `d · (∂₁d × ∂₂d)` equals
`cos x + cos y + m cos x cos y`. -/
theorem tripleDensity_latticeField (m x y : ℝ) :
    tripleDensity (latticeField m) x y =
      Real.cos x + Real.cos y + m * Real.cos x * Real.cos y := by
  have h1 : HasDerivAt (fun s => latticeField m s y) ![Real.cos x, 0, -Real.sin x] x := by
    rw [hasDerivAt_pi]
    intro i
    fin_cases i
    · exact Real.hasDerivAt_sin x
    · exact hasDerivAt_const x (Real.sin y)
    · exact ((Real.hasDerivAt_cos x).const_add m).add_const (Real.cos y)
  have h2 : HasDerivAt (fun t => latticeField m x t) ![0, Real.cos y, -Real.sin y] y := by
    rw [hasDerivAt_pi]
    intro i
    fin_cases i
    · exact hasDerivAt_const y (Real.sin x)
    · exact Real.hasDerivAt_sin y
    · exact (Real.hasDerivAt_cos y).const_add (m + Real.cos x)
  rw [tripleDensity, h1.deriv, h2.deriv]
  simp [latticeField, cross_apply, dotProduct, Fin.sum_univ_three]
  linear_combination Real.cos y * Real.sin_sq_add_cos_sq x +
    Real.cos x * Real.sin_sq_add_cos_sq y

end

end TwoBandCurvature
```

Here `h1` and `h2` establish the two derivatives component by component. The final `linear_combination` uses sin² + cos² = 1 once for x, multiplied by cos y, and once for y, multiplied by cos x, as in the calculation above.

```lean
#print axioms TwoBandCurvature.unitField_curvature
-- 'TwoBandCurvature.unitField_curvature' depends on axioms: [propext, Classical.choice, Quot.sound]
#print axioms TwoBandCurvature.curvature_rescale_pos
-- 'TwoBandCurvature.curvature_rescale_pos' depends on axioms: [propext, Classical.choice, Quot.sound]
#print axioms TwoBandCurvature.curvature_rescale_neg
-- 'TwoBandCurvature.curvature_rescale_neg' depends on axioms: [propext, Classical.choice, Quot.sound]
#print axioms TwoBandCurvature.tripleDensity_latticeField
-- 'TwoBandCurvature.tripleDensity_latticeField' depends on axioms: [propext, Classical.choice, Quot.sound]
```
